# Doping fluctuations raise the mean electron and hole densities of a locally neutral semiconductor by equal amounts

Consider a semiconductor made of regions that differ in doping, are each charge neutral and obey mass action with the same intrinsic density. If the doping is replaced by its mean and neutrality is imposed again, the computed electron and hole densities both fall below the true mean densities, by a common amount that can be written exactly. An intrinsic density inferred as the square root of the product of the true mean densities errs the other way and comes out too high.

## The excess as a sum of squares

Let \(\nu>0\) be the intrinsic carrier density, written `ni` in the code. Region \(i\) has weight \(w_i>0\), its fraction of the total volume, with \(\sum_i w_i=1\), and net doping \(D_i\), ionised donors minus ionised acceptors. Its electron density \(n_i>0\) and hole density \(p_i=\nu^2/n_i\) satisfy \(n_i-p_i=D_i\). A bar denotes the weighted mean, and \(m>0\) is the electron density at the mean doping: \(m-\nu^2/m=\bar D\). The claim is that

\[
\bar n-m=\bar p-\frac{\nu^2}{m}\ge 0,
\]

with equality to zero exactly when all \(D_i\) coincide.

The first equality is averaged neutrality, \(\bar n-\bar p=\bar D=m-\nu^2/m\), rearranged. For the sign, subtract the two neutrality conditions:

\[
D_i-\bar D=(n_i-m)\,\frac{n_im+\nu^2}{n_im}.
\]

The slope of the electron density with respect to doping at \(m\) is \(m^2/(m^2+\nu^2)\). Removing this linear response leaves

\[
n_i-m-\frac{m^2(D_i-\bar D)}{m^2+\nu^2}
=(n_i-m)\,\frac{n_i(m^2+\nu^2)-m(n_im+\nu^2)}{n_i(m^2+\nu^2)}
=\frac{\nu^2(n_i-m)^2}{n_i(m^2+\nu^2)}.
\]

The linear term averages to zero, so

\[
\bar n-m=\sum_i w_i\frac{\nu^2(n_i-m)^2}{n_i(m^2+\nu^2)}\ge 0.
\]

If the sum vanishes, every \(n_i=m\), hence every \(D_i=\bar D\). Conversely, equal dopings all equal \(\bar D\), and the subtracted condition then forces \(n_i=m\).

Expressed through the doping, each summand is

\[
w_i(D_i-\bar D)^2\frac{\nu^2n_im^2}{(n_im+\nu^2)^2(m^2+\nu^2)}
\le \frac{w_i(D_i-\bar D)^2}{8\nu},
\]

because \((n_im+\nu^2)^2\ge4n_im\nu^2\) and \(m^2+\nu^2\ge2m\nu\). The excess is therefore at most the doping variance divided by \(8\nu\). This bound is close to the excess for fluctuations small compared with \(\nu\) about zero mean doping; when all dopings are much larger than \(\nu\) in magnitude it is very loose, and the exact sum should be used instead.

Finally, if the dopings differ, both means strictly exceed the positive numbers \(m\) and \(\nu^2/m\), so \(\bar n\,\bar p>\nu^2\).

## Neutral regions and weighted means in Lean

```lean
import Mathlib

open Finset

namespace DopingFluctuations

noncomputable section
```

Mass action, which defines the hole density, stands for equilibrium with non-degenerate carrier statistics.

```lean
/-- The hole density that accompanies the electron density `n` by mass action. -/
def holes (ni n : ℝ) : ℝ := ni ^ 2 / n
```

`Neutral ni D n` says that `n` is a positive root of the neutrality condition. The theorems take such roots as given, so no closed formula is needed. Neutrality in each region is an idealisation: it suits doping that varies slowly on the screening length and leaves out space charge. `D` is the ionised net doping, of either sign.

```lean
/-- The positive electron density `n` makes a region with net doping `D` charge neutral. -/
structure Neutral (ni D n : ℝ) : Prop where
  pos : 0 < n
  balance : n - holes ni n = D
```

The regions form a finite type `ι`, and `avg` is a mean once the weights are nonnegative and sum to one. The identities for averages need only the sum; the inequalities need the signs as well.

```lean
/-- The sum of `x` over regions with weights `w`; for nonnegative weights that sum to one it is the
weighted mean. -/
def avg {ι : Type*} [Fintype ι] (w x : ι → ℝ) : ℝ := ∑ i, w i * x i
```

## From two neutral regions to the average

The subtracted neutrality condition comes first, with denominators cleared. `field_simp` and `ring` do the algebra.

```lean
/-- The difference of two neutral electron densities is tied to the difference of the dopings. -/
theorem doping_difference {ni D E n m : ℝ} (h : Neutral ni D n) (h0 : Neutral ni E m) :
    (n - m) * (n * m + ni ^ 2) = (D - E) * (n * m) := by
  have hn := h.pos
  have hm := h0.pos
  rw [← h.balance, ← h0.balance]
  unfold holes
  field_simp
  ring
```

Next is the split into linear response and quadratic remainder.

```lean
/-- The change of electron density is a part linear in the change of doping plus an explicit
quadratic remainder. -/
theorem tangent_identity {ni D E n m : ℝ} (h : Neutral ni D n) (h0 : Neutral ni E m) :
    n - m = m ^ 2 / (m ^ 2 + ni ^ 2) * (D - E)
      + ni ^ 2 * (n - m) ^ 2 / (n * (m ^ 2 + ni ^ 2)) := by
  have hn := h.pos
  have hm := h0.pos
  have hs : m ^ 2 + ni ^ 2 ≠ 0 := by positivity
  rw [← h.balance, ← h0.balance]
  unfold holes
  field_simp
  ring
```

Subtracting a constant commutes with averaging when the weights are normalised.

```lean
variable {ι : Type*} [Fintype ι]

/-- With normalised weights, the average deviation from a constant is the average minus
that constant. -/
theorem avg_deviation {w : ι → ℝ} (hw : ∑ i, w i = 1) (x : ι → ℝ) (c : ℝ) :
    ∑ i, w i * (x i - c) = avg w x - c := by
  simp only [avg, mul_sub, Finset.sum_sub_distrib, ← Finset.sum_mul, hw, one_mul]
```

Applied to the doping, this lemma makes the linear response cancel. The `calc` chain inserts the split region by region and then sums.

```lean
/-- The excess of the mean electron density over its value at the mean doping is a weighted
sum of squared density deviations. -/
theorem excess_formula {ni m : ℝ} {w D n : ι → ℝ} (hw : ∑ i, w i = 1)
    (h : ∀ i, Neutral ni (D i) (n i)) (h0 : Neutral ni (avg w D) m) :
    avg w n - m = ∑ i, w i * (ni ^ 2 * (n i - m) ^ 2 / (n i * (m ^ 2 + ni ^ 2))) := by
  have h2 : ∑ i, w i * (D i - avg w D) = 0 := by
    rw [avg_deviation hw, sub_self]
  calc avg w n - m = ∑ i, w i * (n i - m) := (avg_deviation hw n m).symm
    _ = ∑ i, (m ^ 2 / (m ^ 2 + ni ^ 2) * (w i * (D i - avg w D))
          + w i * (ni ^ 2 * (n i - m) ^ 2 / (n i * (m ^ 2 + ni ^ 2)))) :=
        Finset.sum_congr rfl fun i _ => by
          linear_combination w i * tangent_identity (h i) h0
    _ = _ := by
        -- the linear response averages to zero
        rw [Finset.sum_add_distrib, ← Finset.mul_sum, h2, mul_zero, zero_add]
```

## Equal excess, its sign and its size

The main theorem has three parts: equal excesses, nonnegativity, and the condition for zero. Strictly positive weights matter for the last, since a region of zero weight could differ unnoticed. A vanishing sum of nonnegative terms forces each term to vanish, and the converse uses `doping_difference`.

```lean
/-- Doping fluctuations raise the mean electron and mean hole densities above their values at
the mean doping by the same nonnegative amount, which is zero iff all dopings coincide. -/
theorem fluctuations_raise_carriers {ni m : ℝ} {w D n : ι → ℝ} (hni : 0 < ni)
    (hpos : ∀ i, 0 < w i) (hw : ∑ i, w i = 1)
    (h : ∀ i, Neutral ni (D i) (n i)) (h0 : Neutral ni (avg w D) m) :
    avg w n - m = avg w (fun i => holes ni (n i)) - holes ni m ∧
    0 ≤ avg w n - m ∧
    (avg w n - m = 0 ↔ ∀ i j, D i = D j) := by
  have hm := h0.pos
  have hterm : ∀ i ∈ (Finset.univ : Finset ι),
      0 ≤ w i * (ni ^ 2 * (n i - m) ^ 2 / (n i * (m ^ 2 + ni ^ 2))) := by
    intro i _
    have hn := (h i).pos
    have hwi := hpos i
    positivity
  refine ⟨?_, ?_, ?_, ?_⟩
  · -- average the neutrality condition
    have h1 : avg w D = avg w n - avg w (fun i => holes ni (n i)) := by
      unfold avg
      rw [← Finset.sum_sub_distrib]
      exact Finset.sum_congr rfl fun i _ => by rw [← (h i).balance]; ring
    linarith [h0.balance]
  · rw [excess_formula hw h h0]
    exact Finset.sum_nonneg hterm
  · intro hz
    rw [excess_formula hw h h0, Finset.sum_eq_zero_iff_of_nonneg hterm] at hz
    -- every square vanishes, so every region has the density m
    have hnm : ∀ i, n i = m := by
      intro i
      by_contra hne
      have hn := (h i).pos
      have hs : 0 < (n i - m) ^ 2 :=
        lt_of_le_of_ne (sq_nonneg _) (Ne.symm (pow_ne_zero 2 (sub_ne_zero.2 hne)))
      have ht := mul_pos (hpos i) (div_pos (mul_pos (pow_pos hni 2) hs)
        (show 0 < n i * (m ^ 2 + ni ^ 2) by positivity))
      exact absurd (hz i (Finset.mem_univ i)) (ne_of_gt ht)
    have hD : ∀ i, D i = avg w D := fun i => by
      rw [← (h i).balance, hnm i, h0.balance]
    intro i j
    rw [hD i, hD j]
  · intro hD
    rw [← avg_deviation hw n m]
    refine Finset.sum_eq_zero fun i _ => ?_
    have hmean : avg w D - D i = 0 := by
      rw [← avg_deviation hw D (D i)]
      exact Finset.sum_eq_zero fun j _ => by rw [hD j i, sub_self, mul_zero]
    have hn := (h i).pos
    have hq : n i * m + ni ^ 2 ≠ 0 := by positivity
    have hz : (n i - m) * (n i * m + ni ^ 2) = 0 := by
      linear_combination doping_difference (h i) h0 - (n i * m) * hmean
    rw [(mul_eq_zero.1 hz).resolve_right hq, mul_zero]
```

The variance bound needs only nonnegative weights. In its proof `h1` and `h2` are the two arithmetic-geometric inequalities, `h3` multiplies them, and `h4` rearranges the product.

```lean
/-- The excess carrier density is at most the variance of the doping divided by `8 ni`. -/
theorem excess_le_variance {ni m : ℝ} {w D n : ι → ℝ} (hni : 0 < ni)
    (hpos : ∀ i, 0 ≤ w i) (hw : ∑ i, w i = 1)
    (h : ∀ i, Neutral ni (D i) (n i)) (h0 : Neutral ni (avg w D) m) :
    avg w n - m ≤ (∑ i, w i * (D i - avg w D) ^ 2) / (8 * ni) := by
  rw [excess_formula hw h h0, Finset.sum_div]
  refine Finset.sum_le_sum fun i _ => ?_
  rw [mul_div_assoc (w i)]
  refine mul_le_mul_of_nonneg_left ?_ (hpos i)
  have hn := (h i).pos
  have hm := h0.pos
  have hd : D i - avg w D = (n i - m) * (n i * m + ni ^ 2) / (n i * m) := by
    rw [eq_div_iff (by positivity), doping_difference (h i) h0]
  -- two arithmetic-geometric inequalities give the constant 8
  have h1 : 4 * (n i * m * ni ^ 2) ≤ (n i * m + ni ^ 2) ^ 2 := by
    nlinarith [sq_nonneg (n i * m - ni ^ 2)]
  have h2 : 2 * m * ni ≤ m ^ 2 + ni ^ 2 := by nlinarith [sq_nonneg (m - ni)]
  have h3 := mul_le_mul h1 h2 (by positivity) (by positivity)
  have h4 : 8 * ni ^ 3 ≤ (n i * m + ni ^ 2) ^ 2 * (m ^ 2 + ni ^ 2) / (n i * m ^ 2) := by
    rw [le_div_iff₀ (by positivity)]
    linarith
  rw [hd, div_le_div_iff₀ (by positivity) (by positivity)]
  calc ni ^ 2 * (n i - m) ^ 2 * (8 * ni) = (n i - m) ^ 2 * (8 * ni ^ 3) := by ring
    _ ≤ (n i - m) ^ 2 *
        ((n i * m + ni ^ 2) ^ 2 * (m ^ 2 + ni ^ 2) / (n i * m ^ 2)) :=
        mul_le_mul_of_nonneg_left h4 (sq_nonneg _)
    _ = _ := by field_simp
```

For nonuniform doping the excess is strictly positive, and multiplying the two strict inequalities gives the product of means. Mass action still holds within every region; it fails only for the averaged densities.

```lean
/-- If two regions differ in doping, the product of the mean electron and mean hole densities
exceeds `ni ^ 2`. -/
theorem mean_mass_action_exceeds {ni m : ℝ} {w D n : ι → ℝ} (hni : 0 < ni)
    (hpos : ∀ i, 0 < w i) (hw : ∑ i, w i = 1)
    (h : ∀ i, Neutral ni (D i) (n i)) (h0 : Neutral ni (avg w D) m)
    {i j : ι} (hij : D i ≠ D j) :
    ni ^ 2 < avg w n * avg w (fun k => holes ni (n k)) := by
  obtain ⟨hsame, hnonneg, hzero⟩ := fluctuations_raise_carriers hni hpos hw h h0
  have hδ : 0 < avg w n - m :=
    lt_of_le_of_ne hnonneg fun hz => hij (hzero.1 hz.symm i j)
  have hm := h0.pos
  have hp : 0 < holes ni m := by unfold holes; positivity
  have hmp : m * holes ni m = ni ^ 2 := by unfold holes; field_simp
  have hlt : m * holes ni m < avg w n * avg w (fun k => holes ni (n k)) :=
    mul_lt_mul'' (by linarith) (by linarith) hm.le hp.le
  rwa [hmp] at hlt
```

A two-region example, in units where \(\nu=1\), has mean electron density \(5/4\) against \(1\) at the mean doping.

```lean
/-- For `ni = 1` and equally weighted dopings `3/2` and `-3/2`, the neutral electron densities
are `2` and `1/2`, the density at the mean doping is `1`, and the excess is `1/4`. -/
theorem fluctuations_witness :
    (∀ i, Neutral 1 ((![3 / 2, -3 / 2] : Fin 2 → ℝ) i) ((![2, 1 / 2] : Fin 2 → ℝ) i)) ∧
    Neutral 1 (avg (![1 / 2, 1 / 2] : Fin 2 → ℝ) ![3 / 2, -3 / 2]) 1 ∧
    avg (![1 / 2, 1 / 2] : Fin 2 → ℝ) ![2, 1 / 2] - 1 = 1 / 4 := by
  refine ⟨fun i => ?_, ?_, ?_⟩
  · fin_cases i <;> constructor <;> norm_num [holes]
  · constructor <;> norm_num [holes, avg, Fin.sum_univ_two]
  · norm_num [avg, Fin.sum_univ_two]

end

end DopingFluctuations
```

In device simulation, this gives the carrier error made by averaging the doping over a cell, provided that the cell consists of finitely many neutral, non-degenerate regions in equilibrium with a common intrinsic density, and that the cell with averaged doping is also treated as neutral and in equilibrium.

```lean
#print axioms DopingFluctuations.fluctuations_raise_carriers
-- 'DopingFluctuations.fluctuations_raise_carriers' depends on axioms: [propext, Classical.choice, Quot.sound]
#print axioms DopingFluctuations.excess_le_variance
-- 'DopingFluctuations.excess_le_variance' depends on axioms: [propext, Classical.choice, Quot.sound]
#print axioms DopingFluctuations.mean_mass_action_exceeds
-- 'DopingFluctuations.mean_mass_action_exceeds' depends on axioms: [propext, Classical.choice, Quot.sound]
```
